# Overwriting a vector of an affinely independent history by the extrapolant loses nothing exactly when its weight is nonzero

## A full history and a lost direction

Suppose that a DIIS or Anderson history is full and that the extrapolated residual, rather than a newly evaluated one, is written over a stored one. If the stored residuals are affinely independent and the overwritten one had weight zero, a direction disappears: the old residual can no longer be formed from the history with weights summing to one. With nonzero weight, it can be recovered from the extrapolated residual and the other stored ones.

Let e_1, …, e_n be the stored vectors, c_1, …, c_n real weights with ∑ c_i = 1, and

r = ∑ c_i e_i

the extrapolant. Overwriting slot j gives a new history e′, with e′_j = r and e′_i = e_i otherwise. The question is whether both histories have the same set of sum-one combinations.

## The change of weights

Write δ_ij for 1 if i = j and 0 otherwise. For weights w with sum one,

∑ w_i e′_i = ∑ w_i e_i + w_j (r − e_j) = ∑ u_i e_i,

u_i = w_i + w_j (c_i − δ_ij).

The added terms sum to w_j (1 − 1) = 0, so ∑ u_i = 1, and the new set always lies in the old one. At the overwritten slot, u_j = w_j c_j.

**Nonzero weight.** Given u with sum one, put t = u_j / c_j and w_i = u_i − t (c_i − δ_ij). Then ∑ w_i = 1 and w_j = u_j − t c_j + t = t, so w is carried back to u. The sets agree, with no use of independence.

**Zero weight.** Now u_j = 0 for every w. If the sets agreed, e_j would equal some ∑ u_i e_i with ∑ u_i = 1 and u_j = 0. Then ∑ (u_i − δ_ij) e_i = 0, with coefficients summing to zero. Affine independence makes them all vanish, so u_j = 1, a contradiction.

## Three vectors in the plane

Take e_1 = (−1, 0), e_2 = (1, 0), e_3 = (0, 1) and c = (1/2, 1/2, 0), so r = (0, 0). DIIS would choose these weights, since they make r vanish. The sum-one combinations fill the plane. Overwriting e_3 leaves three points on the horizontal axis, and only that axis remains reachable. Overwriting e_2 keeps the plane; the lost vector is e_2 = −e_1 + 2r, as the formula gives with t = 1/(1/2) = 2.

## What the theorems say

In `extrapolants_replaceBy_iff`, the history is a function `e : ι → V` from a finite index type to a real vector space of any dimension. `combo c e` is r, `extrapolants e` is the set of sum-one combinations, and `replaceBy e c j` is e′. The hypotheses are `AffineIndependent ℝ e` and `∑ i, c i = 1`; the conclusion is that the two sets are equal if and only if `c j ≠ 0`.

The weights need not minimise anything, and negative ones are allowed. For a DIIS or Anderson history with affinely independent residuals, this settles which slots the extrapolated residual can overwrite without changing the set of sum-one combinations, in a single replacement with real weights and exact arithmetic. It does not address conditioning when c_j is small, nor does it identify r with the true residual at the extrapolated iterate of a nonlinear problem.

In Lean 4 with Mathlib:

```lean
import Mathlib

open Function

namespace ExtrapolantReplacement

noncomputable section

variable {ι V : Type*} [Fintype ι] [DecidableEq ι] [AddCommGroup V] [Module ℝ V]

/-- The linear combination of the stored vectors `e` with weights `w`. -/
def combo (w : ι → ℝ) (e : ι → V) : V := ∑ i, w i • e i

/-- All vectors that can be extrapolated from the history `e` with weights summing to one. -/
def extrapolants (e : ι → V) : Set V :=
  {x | ∃ w : ι → ℝ, ∑ i, w i = 1 ∧ combo w e = x}

/-- The history in which entry `j` is overwritten by the combination of `e` with weights `c`. -/
def replaceBy (e : ι → V) (c : ι → ℝ) (j : ι) : ι → V := update e j (combo c e)

/-- The weights `w` shifted by `t` times the difference between `c` and the unit weight on `j`. -/
def shiftWeights (c : ι → ℝ) (j : ι) (t : ℝ) (w : ι → ℝ) : ι → ℝ :=
  fun i => w i + t * (c i - if i = j then 1 else 0)

omit [Fintype ι] in
/-- The shifted weight on the entry `j` itself. -/
theorem shiftWeights_self (c : ι → ℝ) (j : ι) (t : ℝ) (w : ι → ℝ) :
    shiftWeights c j t w j = w j + t * (c j - 1) := by
  simp [shiftWeights]

/-- Shifting the weights along a sum-one vector `c` preserves their sum. -/
theorem sum_shiftWeights {c : ι → ℝ} (hc : ∑ i, c i = 1) (j : ι) (t : ℝ) (w : ι → ℝ) :
    ∑ i, shiftWeights c j t w i = ∑ i, w i := by
  simp only [shiftWeights, Finset.sum_add_distrib, ← Finset.mul_sum, Finset.sum_sub_distrib,
    hc, Finset.sum_ite_eq', Finset.mem_univ, if_true]
  ring

/-- Shifting the weights moves the combination along the extrapolant minus the entry `j`. -/
theorem combo_shiftWeights (e : ι → V) (c : ι → ℝ) (j : ι) (t : ℝ) (w : ι → ℝ) :
    combo (shiftWeights c j t w) e = combo w e + t • (combo c e - e j) := by
  have h : ∀ i, (w i + t * (c i - if i = j then 1 else 0)) • e i
      = w i • e i + t • (c i • e i) - (if i = j then t • e j else 0) := by
    intro i
    by_cases hij : i = j
    · subst hij
      simp only [if_true]
      module
    · simp only [if_neg hij]
      module
  simp only [combo, shiftWeights, h, Finset.sum_add_distrib, Finset.sum_sub_distrib,
    ← Finset.smul_sum, Finset.sum_ite_eq', Finset.mem_univ, if_true]
  module

/-- A combination of the new history equals the same combination of the old one plus the
weight on `j` times the change of entry `j`. -/
theorem combo_replaceBy (e : ι → V) (c : ι → ℝ) (j : ι) (w : ι → ℝ) :
    combo w (replaceBy e c j) = combo w e + w j • (combo c e - e j) := by
  have key : ∀ r : V, combo w (update e j r) = combo w e + w j • (r - e j) := by
    intro r
    have h : ∀ i, w i • update e j r i
        = w i • e i + (if i = j then w j • (r - e j) else 0) := by
      intro i
      by_cases hij : i = j
      · subst hij
        rw [if_pos rfl, update_self]
        module
      · rw [if_neg hij, update_of_ne hij, add_zero]
    simp only [combo, h, Finset.sum_add_distrib, Finset.sum_ite_eq', Finset.mem_univ, if_true]
  exact key _

/-- If a sum-one combination of affinely independent vectors equals the entry `j`, then
its weight on `j` is one. -/
theorem weight_eq_one {e : ι → V} (he : AffineIndependent ℝ e) {u : ι → ℝ} {j : ι}
    (hu : ∑ i, u i = 1) (h : combo u e = e j) : u j = 1 := by
  have h1 : ∑ i, (u i - if i = j then (1 : ℝ) else 0) = 0 := by
    simp [Finset.sum_sub_distrib, hu]
  have h2 : ∑ i, (u i - if i = j then (1 : ℝ) else 0) • e i = 0 := by
    simp only [sub_smul, ite_smul, one_smul, zero_smul, Finset.sum_sub_distrib,
      Finset.sum_ite_eq', Finset.mem_univ, if_true]
    exact sub_eq_zero.mpr h
  have h3 := (affineIndependent_iff.mp he) Finset.univ
    (fun i => u i - if i = j then (1 : ℝ) else 0) h1 h2 j (Finset.mem_univ j)
  simp only [if_true] at h3
  linarith

/-- Overwriting an entry whose weight in the extrapolant is nonzero leaves the set of
sum-one combinations unchanged, for any history. -/
theorem extrapolants_replaceBy (e : ι → V) {c : ι → ℝ} (hc : ∑ i, c i = 1) {j : ι}
    (hj : c j ≠ 0) : extrapolants (replaceBy e c j) = extrapolants e := by
  ext x
  constructor
  · rintro ⟨w, hw, rfl⟩
    exact ⟨shiftWeights c j (w j) w, (sum_shiftWeights hc j _ w).trans hw,
      (combo_shiftWeights e c j _ w).trans (combo_replaceBy e c j w).symm⟩
  · rintro ⟨u, hu, rfl⟩
    -- invert the change of weights; this is where `c j ≠ 0` enters
    obtain ⟨t, ht⟩ : ∃ t, t * c j = u j := ⟨u j / c j, div_mul_cancel₀ _ hj⟩
    have hwj : shiftWeights c j (-t) u j = t := by
      rw [shiftWeights_self]
      linear_combination -ht
    refine ⟨shiftWeights c j (-t) u, (sum_shiftWeights hc j _ u).trans hu, ?_⟩
    rw [combo_replaceBy, hwj, combo_shiftWeights]
    module

/-- **Replacement criterion.** For an affinely independent history, overwriting entry `j` by
the extrapolant leaves the set of sum-one combinations unchanged iff `c j` is nonzero. -/
theorem extrapolants_replaceBy_iff {e : ι → V} (he : AffineIndependent ℝ e) {c : ι → ℝ}
    (hc : ∑ i, c i = 1) (j : ι) :
    extrapolants (replaceBy e c j) = extrapolants e ↔ c j ≠ 0 := by
  refine ⟨fun h hj => ?_, extrapolants_replaceBy e hc⟩
  -- the old entry `e j` would still have to be reachable
  have hmem : e j ∈ extrapolants e :=
    ⟨fun i => if i = j then 1 else 0, by simp, by simp [combo]⟩
  rw [← h] at hmem
  obtain ⟨w, hw, hx⟩ := hmem
  have h1 := weight_eq_one he ((sum_shiftWeights hc j (w j) w).trans hw)
    ((combo_shiftWeights e c j (w j) w).trans ((combo_replaceBy e c j w).symm.trans hx))
  -- but its weight vanishes
  rw [shiftWeights_self, hj] at h1
  linarith

/-- For an affinely independent history, the history after the replacement is again affinely
independent iff the overwritten entry had nonzero weight. -/
theorem affineIndependent_replaceBy_iff {e : ι → V} (he : AffineIndependent ℝ e) {c : ι → ℝ}
    (hc : ∑ i, c i = 1) (j : ι) :
    AffineIndependent ℝ (replaceBy e c j) ↔ c j ≠ 0 := by
  constructor
  · intro h hj
    have h1 : combo c (replaceBy e c j) = replaceBy e c j j := by
      rw [combo_replaceBy, hj, zero_smul, add_zero, replaceBy, update_self]
    have h2 := weight_eq_one h hc h1
    rw [hj] at h2
    exact zero_ne_one h2
  · intro hj
    rw [affineIndependent_iff]
    intro s w hw h0 i hi
    -- extend the weights by zero to the whole history
    obtain ⟨v, hv⟩ : ∃ v : ι → ℝ, ∀ k, v k = if k ∈ s then w k else 0 := ⟨_, fun _ => rfl⟩
    have hv1 : ∑ k, v k = 0 := by
      simpa [hv, Finset.sum_ite_mem] using hw
    have hv2 : combo v (replaceBy e c j) = 0 := by
      simpa [combo, hv, ite_smul, Finset.sum_ite_mem] using h0
    have hz := (affineIndependent_iff.mp he) Finset.univ (shiftWeights c j (v j) v)
      ((sum_shiftWeights hc j _ v).trans hv1)
      ((combo_shiftWeights e c j _ v).trans ((combo_replaceBy e c j v).symm.trans hv2))
    have hzj := hz j (Finset.mem_univ j)
    rw [shiftWeights_self] at hzj
    have hvj : v j = 0 := by
      have hm : v j * c j = 0 := by linear_combination hzj
      exact (mul_eq_zero.mp hm).resolve_right hj
    have hzi := hz i (Finset.mem_univ i)
    simp only [shiftWeights, hvj, zero_mul, add_zero] at hzi
    rw [hv i, if_pos hi] at hzi
    exact hzi

/-- If the weights `c` sum to one, some entry can be overwritten by the extrapolant without changing
the set of sum-one combinations. -/
theorem exists_safe_replacement (e : ι → V) {c : ι → ℝ} (hc : ∑ i, c i = 1) :
    ∃ j, extrapolants (replaceBy e c j) = extrapolants e := by
  have h : ∃ j, c j ≠ 0 := by
    by_contra hn
    have h0 : ∀ j, c j = 0 := fun j => by_contra fun hj => hn ⟨j, hj⟩
    simp [h0] at hc
  obtain ⟨j, hj⟩ := h
  exact ⟨j, extrapolants_replaceBy e hc hj⟩

omit [Fintype ι] [DecidableEq ι] in
/-- For a history of two equal vectors and weights `(1, 0)`, overwriting the entry of zero
weight leaves the set of sum-one combinations unchanged. -/
theorem repeated_vector_counterexample (v : V) :
    extrapolants (replaceBy (fun _ : Fin 2 => v) ![1, 0] 1)
      = extrapolants (fun _ : Fin 2 => v) := by
  have h : combo ![1, 0] (fun _ : Fin 2 => v) = v := by
    simp [combo, Fin.sum_univ_two]
  have h' : replaceBy (fun _ : Fin 2 => v) ![1, 0] 1 = fun _ => v := by
    funext i
    simp only [replaceBy, h, update_apply, ite_self]
  rw [h']

end

end ExtrapolantReplacement
```

```lean
#print axioms ExtrapolantReplacement.extrapolants_replaceBy_iff
-- 'ExtrapolantReplacement.extrapolants_replaceBy_iff' depends on axioms: [propext, Classical.choice, Quot.sound]
#print axioms ExtrapolantReplacement.affineIndependent_replaceBy_iff
-- 'ExtrapolantReplacement.affineIndependent_replaceBy_iff' depends on axioms: [propext, Classical.choice, Quot.sound]
#print axioms ExtrapolantReplacement.exists_safe_replacement
-- 'ExtrapolantReplacement.exists_safe_replacement' depends on axioms: [propext, Classical.choice, Quot.sound]
#print axioms ExtrapolantReplacement.repeated_vector_counterexample
-- 'ExtrapolantReplacement.repeated_vector_counterexample' depends on axioms: [propext, Classical.choice, Quot.sound]
```

## How the proof follows the weights

`shiftWeights c j t w` adds t (c_i − δ_ij) to each w_i. `sum_shiftWeights` shows that the sum is preserved, and `combo_shiftWeights` that the combination moves by t (r − e_j). `combo_replaceBy` finds the same displacement, with t = w_j, when the history changes instead. Joining the two gives the first inclusion in `extrapolants_replaceBy`; the reverse inclusion shifts by −t, and `module` checks the remaining vector identity.

For zero weight, the main theorem places e_j in the old set, moves it to the new one by the assumed equality, and applies `weight_eq_one`. The shifted weight at j would be both one and zero.

`affineIndependent_replaceBy_iff` shows that the new history is affinely independent under the same condition, so the criterion applies again at the next replacement. `exists_safe_replacement` finds a suitable slot in any history, since weights summing to one cannot all vanish. `repeated_vector_counterexample` shows what independence contributes: with two equal vectors and weights (1, 0), overwriting the second changes nothing although its weight is zero.

## Affine independence as a statement about weights

The proof turns on Mathlib's `affineIndependent_iff`. In a vector space, it restates affine independence as follows: on any finite set of indices, weights that sum to zero and give the zero combination all vanish. `weight_eq_one` applies this to u_i − δ_ij over the whole index type, `Finset.univ`. Proving independence of the new history requires the statement for every finite subset `s`, so the proof first extends the weights by zero outside `s`.
